# A logarithmic lower bound on ‖A‖‖B‖ for bounded operators with [A,B] near 1

Q: I keep the lowest $d$ levels of a harmonic oscillator, so position and momentum become $d\times d$ matrices. The trace of $[X,P]$ is zero and the trace of $i\hbar\,1$ is not, so the canonical relation fails. In infinite dimension the trace argument is gone. Could bounded operators come close to the relation there, and at what cost? And does an abstract algebra really describe my operators?

A: They are one instance of it. `R` is a complex normed algebra with $\|1\|=1$, which includes the bounded operators on any nonzero Hilbert space. Neither completeness nor self-adjointness is assumed.

```lean
import Mathlib

open Filter Topology

namespace ApproximateCanonicalPairs

noncomputable section

variable {R : Type*} [NormedRing R] [NormedAlgebra ℂ R] [NormOneClass R]
```

Q: What does "close" mean?

A: Operator-norm distance, when `R` is an operator algebra. Write $[A,B]=AB-BA$ and $e=\|[A,B]-1\|$; this is `ccrDefect A B`.

```lean
/-- The canonical defect of a pair of bounded operators: the norm distance of their
commutator from the identity. -/
def ccrDefect (A B : R) : ℝ := ‖A * B - B * A - 1‖
```

Q: That is strict. My truncated oscillator obeys the relation on its low levels.

A: Agreement on selected states is not covered: the norm sees the worst state. For $d\times d$ matrices the trace even forces $e\ge1$, so a small defect requires infinite dimension. For bounded operators on an infinite-dimensional Hilbert space the defect can indeed be made as small as you like; that is a known fact, not proved here. What we derive is the cost.

Q: Then derive the cost, starting from $[A,B^{n+1}]=(n+1)B^n$, which I know for exact pairs.

A: Let $C_n=[A,B^{n+1}]-(n+1)B^n$ be the error, for $n\ge0$. Then $C_0=[A,B]-1$ has norm $e$, and the Leibniz rule gives
$$C_{n+1}=C_nB+B^{n+1}C_0.$$
If $\|C_n\|\le(n+1)e\|B\|^n$, then
$$\|C_{n+1}\|\le(n+1)e\|B\|^{n+1}+e\|B\|^{n+1}=(n+2)e\|B\|^{n+1}.$$
The Lean induction does the same: `leibniz` is the identity for $C_{n+1}$, and the `calc` block is the estimate.

```lean
/-- The commutator of `A` with a power of `B` equals the canonical value `(n+1) B^n` up to an
error of at most `n+1` times the defect times `‖B‖^n`. -/
theorem commutator_pow_defect (A B : R) (n : ℕ) :
    ‖A * B ^ (n + 1) - B ^ (n + 1) * A - ((n : ℂ) + 1) • B ^ n‖
      ≤ ((n : ℝ) + 1) * ccrDefect A B * ‖B‖ ^ n := by
  induction n with
  | zero => simp [ccrDefect]
  | succ n ih =>
    have hs : (((n + 1 : ℕ) : ℂ) + 1) • B ^ (n + 1)
        = (((n : ℂ) + 1) • B ^ n) * B + B ^ (n + 1) := by
      rw [smul_mul_assoc, ← pow_succ]
      push_cast
      module
    -- Leibniz rule, with the canonical value subtracted on both sides
    have leibniz : ∀ X Y : R, A * (Y * B) - Y * B * A - (X * B + Y)
        = (A * Y - Y * A - X) * B + Y * (A * B - B * A - 1) := by
      intro X Y
      noncomm_ring
    have he : 0 ≤ ccrDefect A B := norm_nonneg _
    have hp : ‖B ^ (n + 1)‖ ≤ ‖B‖ ^ (n + 1) := norm_pow_le B (n + 1)
    rw [hs, pow_succ B (n + 1), leibniz]
    calc _ ≤ ‖A * B ^ (n + 1) - B ^ (n + 1) * A - ((n : ℂ) + 1) • B ^ n‖ * ‖B‖
            + ‖B ^ (n + 1)‖ * ccrDefect A B :=
          (norm_add_le _ _).trans (add_le_add (norm_mul_le _ _) (norm_mul_le _ _))
      _ ≤ (((n : ℝ) + 1) * ccrDefect A B * ‖B‖ ^ n) * ‖B‖
            + ‖B‖ ^ (n + 1) * ccrDefect A B :=
          add_le_add (mul_le_mul_of_nonneg_right ih (norm_nonneg _))
            (mul_le_mul_of_nonneg_right hp he)
      _ = _ := by
          push_cast
          ring
```

Q: How does this constrain the norms?

A: Solve for the power: $(n+1)B^n=[A,B^{n+1}]-C_n$. Since $\|[A,B^{n+1}]\|\le2\|A\|\|B^{n+1}\|$, the triangle inequality yields
$$(n+1)\|B^n\|\le2\|A\|\|B^{n+1}\|+(n+1)e\|B\|^n.$$
In the code `hsplit` is the rearrangement, and `linarith` combines the norm estimates.

```lean
/-- The norm of each power of `B` is controlled by the norm of the next power, up to a term
proportional to the canonical defect. -/
theorem norm_pow_recursion (A B : R) (n : ℕ) :
    ((n : ℝ) + 1) * ‖B ^ n‖
      ≤ 2 * ‖A‖ * ‖B ^ (n + 1)‖ + ((n : ℝ) + 1) * ccrDefect A B * ‖B‖ ^ n := by
  have hn : ‖(n : ℂ) + 1‖ = (n : ℝ) + 1 := by
    exact_mod_cast Complex.norm_natCast (n + 1)
  have hsplit : ((n : ℂ) + 1) • B ^ n = (A * B ^ (n + 1) - B ^ (n + 1) * A)
      - (A * B ^ (n + 1) - B ^ (n + 1) * A - ((n : ℂ) + 1) • B ^ n) := by
    abel
  have h1 := norm_sub_le (A * B ^ (n + 1) - B ^ (n + 1) * A)
    (A * B ^ (n + 1) - B ^ (n + 1) * A - ((n : ℂ) + 1) • B ^ n)
  rw [← hsplit, norm_smul, hn] at h1
  have h2 := norm_sub_le (A * B ^ (n + 1)) (B ^ (n + 1) * A)
  have h3 := norm_mul_le A (B ^ (n + 1))
  have h4 := norm_mul_le (B ^ (n + 1)) A
  have h5 := commutator_pow_defect A B n
  linarith
```

Q: Each power is now bounded by the next one. Where does that end?

A: Multiply by $(2\|A\|)^n/(n+1)!$ and set $t_n=(2\|A\|)^n\|B^n\|/n!$. The recursion becomes
$$t_n\le t_{n+1}+e\,\frac{(2\|A\|\|B\|)^n}{n!}.$$
Since $t_0=1$, adding the inequalities for $n=0,\dots,N-1$ gives
$$1\le t_N+e\sum_{n<N}\frac{(2\|A\|\|B\|)^n}{n!}.$$
Lean adds them one at a time, by induction on $N$; `hw` says that the weight is nonnegative, and `e1` and `e2` simplify the two weighted sides.

```lean
/-- After `N` steps of the recursion, one is at most a factorially damped remainder plus the
defect times a partial sum of the exponential series. -/
theorem one_le_remainder_add_sum (A B : R) (N : ℕ) :
    1 ≤ (2 * ‖A‖) ^ N * ‖B ^ N‖ / (N.factorial : ℝ)
      + ccrDefect A B
        * ∑ n ∈ Finset.range N, (2 * ‖A‖ * ‖B‖) ^ n / (n.factorial : ℝ) := by
  induction N with
  | zero => simp
  | succ N ih =>
    have hf : (N.factorial : ℝ) ≠ 0 := by positivity
    have hN : (N : ℝ) + 1 ≠ 0 := by positivity
    -- weight the recursion so that consecutive terms telescope
    have hw : 0 ≤ (2 * ‖A‖) ^ N / (((N : ℝ) + 1) * (N.factorial : ℝ)) := by positivity
    have h := mul_le_mul_of_nonneg_left (norm_pow_recursion A B N) hw
    have e1 : (2 * ‖A‖) ^ N / (((N : ℝ) + 1) * (N.factorial : ℝ))
        * (((N : ℝ) + 1) * ‖B ^ N‖) = (2 * ‖A‖) ^ N * ‖B ^ N‖ / (N.factorial : ℝ) := by
      field_simp
    have e2 : (2 * ‖A‖) ^ N / (((N : ℝ) + 1) * (N.factorial : ℝ))
        * (2 * ‖A‖ * ‖B ^ (N + 1)‖ + ((N : ℝ) + 1) * ccrDefect A B * ‖B‖ ^ N)
        = (2 * ‖A‖) ^ (N + 1) * ‖B ^ (N + 1)‖ / (((N : ℝ) + 1) * (N.factorial : ℝ))
          + ccrDefect A B * ((2 * ‖A‖ * ‖B‖) ^ N / (N.factorial : ℝ)) := by
      rw [mul_pow (2 * ‖A‖) ‖B‖ N, pow_succ (2 * ‖A‖) N]
      field_simp
    rw [e1, e2] at h
    rw [Finset.sum_range_succ, mul_add, Nat.factorial_succ]
    push_cast
    linarith
```

Q: And then $N\to\infty$?

A: Yes. We have $t_N\le(2\|A\|\|B\|)^N/N!\to0$, while the partial sum is at most the exponential. Hence
$$1\le e\,\exp(2\|A\|\|B\|).$$
`hlim` is the limit, and `ge_of_tendsto'` carries the inequality through it.

```lean
/-- The canonical defect of two bounded operators, multiplied by the exponential of twice the
product of their norms, is at least one. -/
theorem one_le_defect_mul_exp (A B : R) :
    1 ≤ ccrDefect A B * Real.exp (2 * ‖A‖ * ‖B‖) := by
  have he : 0 ≤ ccrDefect A B := norm_nonneg _
  have hx : 0 ≤ 2 * ‖A‖ * ‖B‖ := by positivity
  -- the remainder vanishes because the factorial beats every power
  have hlim : Tendsto (fun N : ℕ => (2 * ‖A‖ * ‖B‖) ^ N / (N.factorial : ℝ)
      + ccrDefect A B * Real.exp (2 * ‖A‖ * ‖B‖)) atTop
      (𝓝 (0 + ccrDefect A B * Real.exp (2 * ‖A‖ * ‖B‖))) :=
    (FloorSemiring.tendsto_pow_div_factorial_atTop (2 * ‖A‖ * ‖B‖)).add tendsto_const_nhds
  rw [zero_add] at hlim
  refine ge_of_tendsto' hlim fun N => (one_le_remainder_add_sum A B N).trans ?_
  have hp : ‖B ^ N‖ ≤ ‖B‖ ^ N := norm_pow_le B N
  refine add_le_add ?_ (mul_le_mul_of_nonneg_left (Real.sum_le_exp_of_nonneg hx N) he)
  rw [mul_pow (2 * ‖A‖) ‖B‖ N]
  gcongr
```

Q: Check the smallest case for me.

A: Take $R=\mathbb C$. Numbers commute, so $e=1$ and the bound reads $1\le\exp(2|A||B|)$, with equality when $A=0$ or $B=0$.

Q: And an exact bounded pair?

A: It would have $e=0$, and the bound would say $1\le0$.

```lean
/-- No two bounded operators satisfy the canonical commutation relation exactly. -/
theorem no_bounded_canonical_pair (A B : R) : A * B - B * A ≠ 1 := by
  intro h
  have h1 := one_le_defect_mul_exp A B
  have h0 : ccrDefect A B = 0 := by simp [ccrDefect, h]
  rw [h0, zero_mul] at h1
  linarith
```

Q: So $e>0$ always, and I can take logarithms.

A: That gives $\log(1/e)\le2\|A\|\|B\|$, which is informative only when $e<1$.

```lean
/-- The canonical defect is strictly positive, and the logarithm of its inverse is at most
twice the product of the operator norms. -/
theorem log_inv_defect_le (A B : R) :
    0 < ccrDefect A B ∧ Real.log (1 / ccrDefect A B) ≤ 2 * ‖A‖ * ‖B‖ := by
  have h := one_le_defect_mul_exp A B
  have hpos : 0 < ccrDefect A B :=
    pos_of_mul_pos_left (lt_of_lt_of_le one_pos h) (Real.exp_pos _).le
  refine ⟨hpos, ?_⟩
  rw [Real.log_le_iff_le_exp (by positivity), div_le_iff₀ hpos, mul_comm]
  exact h
```

Q: My commutator is $i\hbar$, not 1.

A: Here $\hbar$ is any positive real number; physically it is the reduced Planck constant, which sets how strongly position and momentum fail to commute. Put $A=X/(i\hbar)$ and $B=P$. Then
$$[A,B]-1=\frac{[X,P]-i\hbar\,1}{i\hbar},\qquad\|A\|=\frac{\|X\|}{\hbar},$$
so the defect and the exponent are each divided by $\hbar$. `hs` is the first identity.

```lean
/-- For bounded operators `X` and `P` and a positive real `ħ`, the distance of the commutator `[X,
P]` from `iħ`, divided by `ħ` and multiplied by the exponential of `2‖X‖‖P‖/ħ`, is at least one. -/
theorem position_momentum_bound (X P : R) {hbar : ℝ} (hb : 0 < hbar) :
    1 ≤ ‖X * P - P * X - (Complex.I * (hbar : ℂ)) • (1 : R)‖ / hbar
      * Real.exp (2 * ‖X‖ * ‖P‖ / hbar) := by
  have hc : Complex.I * (hbar : ℂ) ≠ 0 :=
    mul_ne_zero Complex.I_ne_zero (Complex.ofReal_ne_zero.mpr hb.ne')
  have hn : ‖(Complex.I * (hbar : ℂ))⁻¹‖ = hbar⁻¹ := by
    rw [norm_inv, norm_mul, Complex.norm_I, one_mul, Complex.norm_real,
      Real.norm_of_nonneg hb.le]
  -- measure position in units of `iħ`
  have hs : ((Complex.I * (hbar : ℂ))⁻¹ • X) * P - P * ((Complex.I * (hbar : ℂ))⁻¹ • X) - 1
      = (Complex.I * (hbar : ℂ))⁻¹
        • (X * P - P * X - (Complex.I * (hbar : ℂ)) • (1 : R)) := by
    rw [smul_sub, smul_sub, smul_smul, inv_mul_cancel₀ hc, one_smul, smul_mul_assoc,
      mul_smul_comm]
  have h := one_le_defect_mul_exp ((Complex.I * (hbar : ℂ))⁻¹ • X) P
  rw [ccrDefect, hs, norm_smul, norm_smul, hn] at h
  have e2 : 2 * ‖X‖ * ‖P‖ / hbar = 2 * (hbar⁻¹ * ‖X‖) * ‖P‖ := by ring
  rw [e2, div_eq_inv_mul]
  exact h
```

Q: What if I improve the approximation indefinitely?

A: If the defect tends to zero along a family in one fixed algebra, the norm product diverges. Given any real $b$, eventually $e<\exp(-2b)$. If $\|A\|\|B\|<b$ held there, we would get $1\le e\exp(2b)<1$, a contradiction. The theorem takes convergence along an arbitrary filter `l`, so sequences and continuous parameters are both included.

```lean
/-- Along any family of bounded pairs whose canonical defect tends to zero, the product of the
operator norms tends to infinity. -/
theorem norm_product_diverges {ι : Type*} {l : Filter ι} (A B : ι → R)
    (h : Tendsto (fun k => ccrDefect (A k) (B k)) l (𝓝 0)) :
    Tendsto (fun k => ‖A k‖ * ‖B k‖) l atTop := by
  refine tendsto_atTop.2 fun b => ?_
  filter_upwards [h.eventually_lt_const (Real.exp_pos (-(2 * b)))] with k hk
  by_contra hlt
  have hlt' : ‖A k‖ * ‖B k‖ < b := lt_of_not_ge hlt
  have h1 := one_le_defect_mul_exp (A k) (B k)
  have h2 : Real.exp (2 * ‖A k‖ * ‖B k‖) ≤ Real.exp (2 * b) :=
    Real.exp_le_exp.mpr (by linarith)
  have h3 : ccrDefect (A k) (B k) * Real.exp (2 * ‖A k‖ * ‖B k‖)
      ≤ ccrDefect (A k) (B k) * Real.exp (2 * b) :=
    mul_le_mul_of_nonneg_left h2 (norm_nonneg _)
  have h4 := mul_lt_mul_of_pos_right hk (Real.exp_pos (2 * b))
  rw [← Real.exp_add, neg_add_cancel, Real.exp_zero] at h4
  linarith

end

end ApproximateCanonicalPairs
```

Q: So for quantum mechanics the unboundedness of position or momentum has a quantitative trace?

A: Yes, for bounded stand-ins judged in operator norm: as they approach the canonical relation, $\|X\|\|P\|/\hbar$ must be at least half the logarithm of $\hbar/\|[X,P]-i\hbar\,1\|$.

```lean
#print axioms ApproximateCanonicalPairs.no_bounded_canonical_pair
#print axioms ApproximateCanonicalPairs.log_inv_defect_le
#print axioms ApproximateCanonicalPairs.position_momentum_bound
#print axioms ApproximateCanonicalPairs.norm_product_diverges
```

```
'ApproximateCanonicalPairs.no_bounded_canonical_pair' depends on axioms: [propext, Classical.choice, Quot.sound]
'ApproximateCanonicalPairs.log_inv_defect_le' depends on axioms: [propext, Classical.choice, Quot.sound]
'ApproximateCanonicalPairs.position_momentum_bound' depends on axioms: [propext, Classical.choice, Quot.sound]
'ApproximateCanonicalPairs.norm_product_diverges' depends on axioms: [propext, Classical.choice, Quot.sound]
```
